# No condensate of free bosons on a long ring at fixed positive temperature and linear density

At zero chemical potential the Bose-Einstein occupation of a zero-energy level is singular, so the excited population is defined here as a sum over nonzero winding numbers only, and the ground level is counted separately.

```lean
import Mathlib

open Real Filter Topology

namespace RingBoseGas

noncomputable section

/-- Energy of the plane wave with winding number `j` on a ring of length `L ≠ 0`,
in units where the reduced Planck constant and the mass are one. -/
def ringEnergy (L : ℝ) (j : ℤ) : ℝ := 2 * π ^ 2 * (j : ℝ) ^ 2 / L ^ 2

/-- Bose-Einstein occupation of a level of energy `E` at temperature `T` and chemical potential `μ`,
for `T > 0` and `E > μ`, in units where the Boltzmann constant is one. -/
def bose (T μ E : ℝ) : ℝ := 1 / (Real.exp ((E - μ) / T) - 1)

/-- Total population of the excited levels, those with nonzero winding number,
for `T > 0`, `L > 0` and `μ ≤ 0`. -/
def excited (T μ L : ℝ) : ℝ := ∑' j : {j : ℤ // j ≠ 0}, bose T μ (ringEnergy L j.1)

/-- On a ring of positive length every level with nonzero winding number has positive energy. -/
theorem ringEnergy_pos {L : ℝ} (hL : 0 < L) {j : ℤ} (hj : j ≠ 0) : 0 < ringEnergy L j := by
  have hj' : (j : ℝ) ≠ 0 := Int.cast_ne_zero.2 hj
  unfold ringEnergy
  positivity

/-- For `T > 0` and `μ ≤ 0`, the occupation of an excited level is nonnegative and at most
the classical value, temperature over energy, written out for the ring. -/
theorem bose_le_classical {T μ L : ℝ} (hT : 0 < T) (hμ : μ ≤ 0) (hL : 0 < L)
    {j : ℤ} (hj : j ≠ 0) :
    0 ≤ bose T μ (ringEnergy L j) ∧
      bose T μ (ringEnergy L j) ≤ T / (2 * π ^ 2) * (1 / (j : ℝ) ^ 2) * L ^ 2 := by
  have hE := ringEnergy_pos hL hj
  have hj' : (j : ℝ) ≠ 0 := Int.cast_ne_zero.2 hj
  have hx : 0 < ringEnergy L j / T := div_pos hE hT
  have h1 : ringEnergy L j / T ≤ (ringEnergy L j - μ) / T :=
    div_le_div_of_nonneg_right (by linarith) hT.le
  have h2 := Real.add_one_le_exp ((ringEnergy L j - μ) / T)
  have h3 : ringEnergy L j / T ≤ Real.exp ((ringEnergy L j - μ) / T) - 1 := by linarith
  refine ⟨one_div_nonneg.2 (hx.le.trans h3), ?_⟩
  calc bose T μ (ringEnergy L j) ≤ 1 / (ringEnergy L j / T) := one_div_le_one_div_of_le hx h3
    _ = T / (2 * π ^ 2) * (1 / (j : ℝ) ^ 2) * L ^ 2 := by
      unfold ringEnergy
      field_simp

/-- The inverse squares of all nonzero integers sum to `π² / 3`. -/
theorem hasSum_inv_sq : HasSum (fun j : {j : ℤ // j ≠ 0} => 1 / (j.1 : ℝ) ^ 2) (π ^ 2 / 3) := by
  have h1 : HasSum (fun n : ℕ => 1 / (((n : ℤ) : ℤ) : ℝ) ^ 2) (π ^ 2 / 6) := by
    simpa using hasSum_zeta_two
  have h2 : HasSum (fun n : ℕ => 1 / ((-((n : ℤ) + 1) : ℤ) : ℝ) ^ 2) (π ^ 2 / 6) := by
    have h := (hasSum_nat_add_iff' 1).2 hasSum_zeta_two
    have h' : HasSum (fun n : ℕ => 1 / ((n + 1 : ℕ) : ℝ) ^ 2) (π ^ 2 / 6) := by simpa using h
    have e : (fun n : ℕ => 1 / ((-((n : ℤ) + 1) : ℤ) : ℝ) ^ 2)
        = fun n : ℕ => 1 / ((n + 1 : ℕ) : ℝ) ^ 2 := by
      funext n
      congr 1
      push_cast
      ring
    rw [e]
    exact h'
  have h3 := HasSum.of_nat_of_neg_add_one (f := fun j : ℤ => 1 / (j : ℝ) ^ 2) h1 h2
  have h4 : HasSum (fun j : ℤ => 1 / (j : ℝ) ^ 2) (π ^ 2 / 3) := by
    convert h3 using 1
    ring
  refine (hasSum_subtype_iff_of_support_subset (s := {j : ℤ | j ≠ 0}) ?_).2 h4
  rintro j hj rfl
  simp at hj

/-- On a finite ring at `T > 0` and `μ ≤ 0` the excited population is a convergent sum
and never exceeds `T L² / 6`. -/
theorem excited_le {T μ L : ℝ} (hT : 0 < T) (hμ : μ ≤ 0) (hL : 0 < L) :
    Summable (fun j : {j : ℤ // j ≠ 0} => bose T μ (ringEnergy L j.1)) ∧
      excited T μ L ≤ T * L ^ 2 / 6 := by
  have hb := (hasSum_inv_sq.mul_left (T / (2 * π ^ 2))).mul_right (L ^ 2)
  have hs : Summable (fun j : {j : ℤ // j ≠ 0} => bose T μ (ringEnergy L j.1)) :=
    Summable.of_nonneg_of_le (fun j => (bose_le_classical hT hμ hL j.2).1)
      (fun j => (bose_le_classical hT hμ hL j.2).2) hb.summable
  refine ⟨hs, ?_⟩
  have h := hasSum_le (fun j => (bose_le_classical hT hμ hL j.2).2) hs.hasSum hb
  have e : T / (2 * π ^ 2) * (π ^ 2 / 3) * L ^ 2 = T * L ^ 2 / 6 := by
    field_simp
    norm_num
  rw [e] at h
  exact h

/-- At `T > 0` and zero chemical potential, the occupation of a fixed excited level divided
by `L²` tends to `T / (2 π² j²)` as the ring grows. -/
theorem mode_tendsto {T : ℝ} (hT : 0 < T) {j : ℤ} (hj : j ≠ 0) :
    Tendsto (fun L : ℝ => bose T 0 (ringEnergy L j) / L ^ 2) atTop
      (𝓝 (T / (2 * π ^ 2) * (1 / (j : ℝ) ^ 2))) := by
  have hj' : (j : ℝ) ≠ 0 := Int.cast_ne_zero.2 hj
  have hE : Tendsto (fun L : ℝ => ringEnergy L j) atTop (𝓝 0) :=
    tendsto_const_nhds.div_atTop (tendsto_pow_atTop two_ne_zero)
  have hlow : Tendsto (fun L : ℝ => T / (2 * π ^ 2) * (1 / (j : ℝ) ^ 2) *
      Real.exp (-(ringEnergy L j / T))) atTop
      (𝓝 (T / (2 * π ^ 2) * (1 / (j : ℝ) ^ 2) * Real.exp (-(0 / T)))) :=
    ((Real.continuous_exp.tendsto _).comp (hE.div_const T).neg).const_mul _
  rw [zero_div, neg_zero, Real.exp_zero, mul_one] at hlow
  refine tendsto_of_tendsto_of_tendsto_of_le_of_le' hlow tendsto_const_nhds ?_ ?_
  · -- lower bound from `1 - exp (-x) ≤ x`
    filter_upwards [eventually_gt_atTop 0] with L hL
    have hx : 0 < ringEnergy L j / T := div_pos (ringEnergy_pos hL hj) hT
    have hg : T / (2 * π ^ 2) * (1 / (j : ℝ) ^ 2) * L ^ 2 * (ringEnergy L j / T) = 1 := by
      unfold ringEnergy
      field_simp
    have hg0 : 0 ≤ T / (2 * π ^ 2) * (1 / (j : ℝ) ^ 2) * L ^ 2 := by positivity
    unfold bose
    rw [sub_zero, le_div_iff₀ (by positivity : 0 < L ^ 2)]
    generalize ringEnergy L j / T = x at *
    generalize T / (2 * π ^ 2) * (1 / (j : ℝ) ^ 2) = g at *
    have h1 := Real.add_one_le_exp (-x)
    have h2 : Real.exp (-x) * Real.exp x = 1 := by rw [← Real.exp_add]; simp
    have h3 : 0 < Real.exp x - 1 := by linarith [Real.add_one_le_exp x]
    rw [le_div_iff₀ h3]
    calc g * Real.exp (-x) * L ^ 2 * (Real.exp x - 1)
        = g * L ^ 2 * (1 - Real.exp (-x)) := by linear_combination g * L ^ 2 * h2
      _ ≤ g * L ^ 2 * x := mul_le_mul_of_nonneg_left (by linarith) hg0
      _ = 1 := hg
  · filter_upwards [eventually_gt_atTop 0] with L hL
    rw [div_le_iff₀ (by positivity : 0 < L ^ 2)]
    exact (bose_le_classical hT le_rfl hL hj).2

/-- At fixed `T > 0` and zero chemical potential, the excited population of the ring
divided by `L²` tends to `T / 6` as the ring grows. -/
theorem excited_div_sq_tendsto {T : ℝ} (hT : 0 < T) :
    Tendsto (fun L : ℝ => excited T 0 L / L ^ 2) atTop (𝓝 (T / 6)) := by
  have hg := hasSum_inv_sq.mul_left (T / (2 * π ^ 2))
  -- the classical occupations dominate all modes at once
  have h := tendsto_tsum_of_dominated_convergence (𝓕 := atTop)
    (f := fun (L : ℝ) (j : {j : ℤ // j ≠ 0}) => bose T 0 (ringEnergy L j.1) / L ^ 2)
    hg.summable (fun j => mode_tendsto hT j.2) (by
      filter_upwards [eventually_gt_atTop 0] with L hL j
      have hb := bose_le_classical hT le_rfl hL j.2
      rw [Real.norm_of_nonneg (div_nonneg hb.1 (by positivity)),
        div_le_iff₀ (by positivity : 0 < L ^ 2)]
      exact hb.2)
  have e : T / (2 * π ^ 2) * (π ^ 2 / 3) = T / 6 := by
    field_simp
    norm_num
  rw [hg.tsum_eq, e] at h
  exact h.congr (fun L => tsum_div_const)

/-- A population that grows like a positive constant times `L²` eventually exceeds
any linear function of `L`. -/
theorem eventually_linear_lt {f : ℝ → ℝ} {c : ℝ} (hc : 0 < c)
    (hf : Tendsto (fun L => f L / L ^ 2) atTop (𝓝 c)) (a b : ℝ) :
    ∀ᶠ L in atTop, a * L + b < f L := by
  have h1 : Tendsto (fun L : ℝ => a / L) atTop (𝓝 0) := tendsto_const_nhds.div_atTop tendsto_id
  have h2 : Tendsto (fun L : ℝ => b / L ^ 2) atTop (𝓝 0) :=
    tendsto_const_nhds.div_atTop (tendsto_pow_atTop two_ne_zero)
  filter_upwards [(h1.add h2).eventually_lt hf (by simpa using hc), eventually_gt_atTop 0]
    with L h hL
  rw [lt_div_iff₀ (by positivity : 0 < L ^ 2)] at h
  have e : (a / L + b / L ^ 2) * L ^ 2 = a * L + b := by field_simp
  linarith

/-- At `T > 0` and zero chemical potential, the excited levels of a long enough ring hold
more than any prescribed linear density `ρ`. -/
theorem excited_exceeds_density {T : ℝ} (hT : 0 < T) (ρ : ℝ) :
    ∀ᶠ L in atTop, ρ * L < excited T 0 L := by
  simpa using eventually_linear_lt (by positivity) (excited_div_sq_tendsto hT) ρ 0

/-- Let `T > 0`, `μ < 0` and `E > 0`. If the level `E` would hold at least one particle more
at zero chemical potential than the ground level holds at `μ`, then at `μ` it holds at least
half as many as the ground level. -/
theorem half_ground_le {T μ E : ℝ} (hT : 0 < T) (hμ : μ < 0) (hE : 0 < E)
    (h : bose T μ 0 + 1 ≤ bose T 0 E) : bose T μ 0 / 2 ≤ bose T μ E := by
  have hy : 0 < Real.exp ((0 - μ) / T) - 1 := by
    have h0 : 0 < (0 - μ) / T := div_pos (by linarith) hT
    linarith [Real.add_one_le_exp ((0 - μ) / T)]
  have hq : 0 < Real.exp (E / T) - 1 := by
    have h0 : 0 < E / T := div_pos hE hT
    linarith [Real.add_one_le_exp (E / T)]
  have hm : Real.exp ((E - μ) / T) = Real.exp (E / T) * Real.exp ((0 - μ) / T) := by
    rw [← Real.exp_add]
    congr 1
    ring
  unfold bose at *
  rw [sub_zero, le_div_iff₀ hq] at h
  rw [hm]
  generalize Real.exp (E / T) = q at *
  generalize Real.exp ((0 - μ) / T) = w at *
  have h1 := mul_le_mul_of_nonneg_left h hy.le
  have h2 : (w - 1) * ((1 / (w - 1) + 1) * (q - 1)) = w * (q - 1) := by
    have hne : w - 1 ≠ 0 := hy.ne'
    have h3 : (w - 1) * (1 / (w - 1)) = 1 := mul_one_div_cancel hne
    linear_combination (q - 1) * h3
  have hpos : 0 < q * w - 1 := by nlinarith
  rw [div_div]
  exact one_div_le_one_div_of_le hpos (by linarith)

/-- No condensation in the thermodynamic limit: at `T > 0`, for every density `ρ` and every
`ε > 0`, on all long enough rings a gas with `μ < 0` and at most `ρ L` particles has at most
`ε L` of them in the ground level. -/
theorem no_condensation {T : ℝ} (hT : 0 < T) (ρ : ℝ) {ε : ℝ} (hε : 0 < ε) :
    ∀ᶠ L in atTop, ∀ μ < 0, bose T μ 0 + excited T μ L ≤ ρ * L → bose T μ 0 ≤ ε * L := by
  obtain ⟨K, hK⟩ := exists_nat_gt (2 * ρ / ε)
  rw [div_lt_iff₀ hε] at hK
  -- on a long enough ring the levels with winding numbers `1, …, K` would each hold more than
  -- `ρ L + 1` particles at zero chemical potential
  have hev : ∀ᶠ L : ℝ in atTop, ∀ n ∈ Finset.range K,
      ρ * L + 1 < bose T 0 (ringEnergy L ((n : ℤ) + 1)) := by
    rw [Filter.eventually_all_finset]
    intro n _
    have hn : (n : ℤ) + 1 ≠ 0 := by omega
    have hn' : (((n : ℤ) + 1 : ℤ) : ℝ) ≠ 0 := Int.cast_ne_zero.2 hn
    exact eventually_linear_lt (by positivity) (mode_tendsto hT hn) ρ 1
  filter_upwards [hev, eventually_gt_atTop 0] with L hlev hL μ hμ hN
  have hnn : ∀ j : {j : ℤ // j ≠ 0}, 0 ≤ bose T μ (ringEnergy L j.1) :=
    fun j => (bose_le_classical hT hμ.le hL j.2).1
  have hex : 0 ≤ excited T μ L := tsum_nonneg hnn
  let emb : ℕ ↪ {j : ℤ // j ≠ 0} :=
    ⟨fun n => ⟨(n : ℤ) + 1, by omega⟩, fun a b hab => by
      have h := congrArg Subtype.val hab
      dsimp only at h
      omega⟩
  have h1 : ∑ j ∈ (Finset.range K).map emb, bose T μ (ringEnergy L j.1) ≤ excited T μ L :=
    (excited_le hT hμ.le hL).1.sum_le_tsum _ (fun j _ => hnn j)
  rw [Finset.sum_map] at h1
  -- each of these levels holds at least half the ground-level population
  have h2 : ∑ _n ∈ Finset.range K, bose T μ 0 / 2 ≤
      ∑ n ∈ Finset.range K, bose T μ (ringEnergy L (emb n).1) := by
    refine Finset.sum_le_sum (fun n hn => ?_)
    have hn0 : (n : ℤ) + 1 ≠ 0 := by omega
    have hcap : bose T μ 0 + 1 ≤ bose T 0 (ringEnergy L ((n : ℤ) + 1)) := by
      linarith [hlev n hn]
    exact half_ground_le hT hμ (ringEnergy_pos hL hn0) hcap
  rw [Finset.sum_const, Finset.card_range, nsmul_eq_mul] at h2
  by_contra hcon
  have hlt : ε * L < bose T μ 0 := not_le.1 hcon
  have h3 : (K : ℝ) * (ε * L) ≤ K * bose T μ 0 :=
    mul_le_mul_of_nonneg_left hlt.le (Nat.cast_nonneg K)
  have h4 : 2 * ρ * L < K * ε * L := mul_lt_mul_of_pos_right hK hL
  have h5 : 0 < ε * L := mul_pos hε hL
  linarith

end

end RingBoseGas
```

```lean
#print axioms RingBoseGas.excited_exceeds_density
#print axioms RingBoseGas.no_condensation
```

```
'RingBoseGas.excited_exceeds_density' depends on axioms: [propext, Classical.choice, Quot.sound]
'RingBoseGas.no_condensation' depends on axioms: [propext, Classical.choice, Quot.sound]
```

## Levels, occupations and the two main limits

A free particle on a ring of length L has wave number k = 2πj/L, with j an integer. In units where ħ, the mass and k_B are one, its energy k²/2 is

e_j = 2π²j²/L².

This is `ringEnergy L j`. The function `bose T μ E` is the mean occupation 1/(exp((E − μ)/T) − 1) of a level E at temperature T and chemical potential μ. The sum `excited T μ L` runs over the subtype `{j : ℤ // j ≠ 0}`, so j and −j count as two levels. The length L is a real number, and `atTop` means L → ∞ at fixed T.

The theorem `excited_div_sq_tendsto` says that for T > 0

excited(T, 0, L)/L² → T/6.

Each occupation increases with μ, so the value at μ = 0 is the capacity of the excited levels. By `excited_exceeds_density`, this capacity exceeds ρL on every long enough ring, whatever the linear density ρ.

An actual gas has μ < 0, and its excited levels are not filled to capacity. The theorem `no_condensation` therefore treats the gas itself. Given T > 0, ρ and ε > 0, on all long enough rings any gas with μ < 0 and mean particle number at most ρL has at most εL particles in the ground level. The required length may depend on T, ρ and ε, but not on μ.

## Apparent condensation in a short cell

The bound `excited_le` holds on every finite ring: for μ ≤ 0 the sum converges and is at most TL²/6. If the mean particle number is ρL, at least ρL − TL²/6 particles must then be in the ground level. This is most of the gas when L is much smaller than 6ρ/T. For a non-interacting gas in a periodic one-dimensional cell, a large ground-level population at one length is thus no evidence of a condensate: by `no_condensation`, the ground-level share of the gas becomes as small as one likes when the cell is made long enough at fixed positive temperature and density.

The model has no interactions, no trap and no transverse motion, and it uses grand-canonical mean occupations, not a fixed particle number.

## The capacity of the excited levels

Take j ≠ 0 and put x = e_j/T, which is positive by `ringEnergy_pos`. Since exp x − 1 ≥ x, the occupation at μ = 0 is at most its classical value:

1/(exp x − 1) ≤ 1/x = T/e_j = TL²/(2π²j²).

A negative μ only enlarges the exponent, so the bound holds for all μ ≤ 0. This is `bose_le_classical`, which also records that the occupation is nonnegative.

The positive and the negative integers each contribute π²/6 to the sum of 1/j², which gives π²/3. In `hasSum_inv_sq` the integers are split into n and −(n + 1) with n = 0, 1, 2, …; the term at zero does no harm, because Lean sets 1/0 = 0. Summing the classical bound gives `excited_le`:

excited(T, μ, L) ≤ (TL²/(2π²)) · (π²/3) = TL²/6.

For a matching lower bound at μ = 0, use 1 − exp(−x) ≤ x. Then

exp x − 1 = exp x · (1 − exp(−x)) ≤ x exp x,

and hence 1/(exp x − 1) ≥ exp(−x)/x. After division by L², the occupation n_j of level j satisfies

exp(−e_j/T) · T/(2π²j²) ≤ n_j/L² ≤ T/(2π²j²).

For fixed j, e_j → 0 as L grows, so both sides have the same limit. The lemma `mode_tendsto` carries out this squeeze.

The upper bound does not depend on L and is summable over j. Dominated convergence, `tendsto_tsum_of_dominated_convergence` in the code, therefore allows the limit to be taken term by term, and the limits add up to

(T/(2π²)) · (π²/3) = T/6.

Finally, (aL + b)/L² → 0 for any a and b, so a quantity whose ratio to L² has a positive limit eventually exceeds aL + b. This is `eventually_linear_lt`; with a = ρ and b = 0 it gives `excited_exceeds_density`.

## Why the ground level cannot keep a finite share

Let μ < 0 and E > 0, and write w = exp(−μ/T) and q = exp(E/T), both greater than one. The ground level holds n₀ = 1/(w − 1) particles, and the level E holds 1/(qw − 1). Suppose that at μ = 0 the level E would hold at least n₀ + 1 particles:

w/(w − 1) = n₀ + 1 ≤ 1/(q − 1).

Then w(q − 1) ≤ w − 1, and

qw − 1 = w(q − 1) + (w − 1) ≤ 2(w − 1).

Taking reciprocals, the level E holds at least n₀/2 particles at the actual μ. This is `half_ground_le`.

To prove `no_condensation`, choose a natural number K > 2ρ/ε and consider the levels j = n + 1 with n = 0, …, K − 1. By `mode_tendsto` and `eventually_linear_lt`, on a long enough ring each of them would hold more than ρL + 1 particles at μ = 0. In a gas with at most ρL particles, n₀ ≤ ρL, because the excited population is nonnegative. Each of the K levels therefore meets the condition of `half_ground_le` and holds at least n₀/2, so

n₀ + K n₀/2 ≤ ρL.

If n₀ were greater than εL, the left side would exceed KεL/2, which is itself greater than ρL by the choice of K. This contradiction gives n₀ ≤ εL.

In the code, the embedding `emb` sends n to the winding number n + 1, and `sum_le_tsum` bounds the finite sum over these K levels by the whole excited population. The closing `linarith` combines the inequalities into the contradiction.
